# For smooth constraints and multipliers, a RATTLE constraint kick preserves the canonical two-form on tangent vectors

## How can a step that deletes a momentum component be symplectic?

Take a bead in the plane, held on the line $y=0$. The constraint correction replaces $p_y$ by $p_y-\lambda$, and the choice $\lambda=p_y$ sets it to zero. This squashes the whole $(y,p_y)$ plane onto a line, so the map cannot be symplectic on the full phase space. Yet RATTLE is called a symplectic integrator. What exactly is preserved, and does it survive when the constraint is curved and $\lambda$ depends on both position and momentum?

## Variations along the constraint keep their two-form

For the bead, the two-form of two variations is an $(x,p_x)$ part plus a $(y,p_y)$ part. The kick destroys only the second, $\delta y\,\delta' p_y-\delta p_y\,\delta' y$, which was zero anyway if both variations stay on the line, $\delta y=\delta' y=0$. Curved constraints behave in the same way, because the curvature terms cancel.

Let $g_i$ be the constraints, $l_i(q,p)$ the multipliers (usually written $\lambda_i$, with any time-step factor absorbed), $n_i=\nabla g_i(q)$ and $H_i$ the Hessian of $g_i$ at $q$. The kick is
$$K(q,p)=\Big(q,\;p-\sum_i l_i(q,p)\,\nabla g_i(q)\Big).$$
For variations $u=(a,b)$ and $v=(c,d)$, write $\omega(u,v)=\langle a,d\rangle-\langle b,c\rangle$. The product rule gives
$$DK\,u=\Big(a,\;b-\sum_i\big[l_iH_ia+(Dl_i\,u)\,n_i\big]\Big),$$
and likewise for $v$. Inserting both,
$$\omega(DKu,DKv)-\omega(u,v)=\sum_i l_i\big[\langle H_ia,c\rangle-\langle a,H_ic\rangle\big]+\sum_i\big[(Dl_i\,u)\langle n_i,c\rangle-(Dl_i\,v)\langle n_i,a\rangle\big].$$
The first sum vanishes because each $H_i$ is symmetric. The second vanishes if $a$ and $c$ are orthogonal to every $n_i$, however the multipliers vary.

One non-tangent vector is enough to spoil this. With a single constraint and $\langle n,a\rangle\neq0$, fix $n$ at its value at the base point and take $l=\langle n,p\rangle$ and $v=(0,n)$. The two-form changes by $-|n|^2\langle n,a\rangle$, or $-\langle n,a\rangle$ for a unit normal.

A force-free RATTLE step is a kick, a drift $(q,p)\mapsto(q+hp,p)$ over a time $h$, and a second kick. The drift preserves $\omega$ for all pairs:
$$\langle a+hb,d\rangle-\langle b,c+hd\rangle=\langle a,d\rangle-\langle b,c\rangle.$$
The second kick needs variations that are tangent at the new position $Q$. The first multipliers supply them: if $g_i(Q(w))=0$ for every start $w$ near $z=(q,p)$, differentiation gives $\langle\nabla g_i(Q(z)),DQ(z)u\rangle=0$ for every $u$. All three stages therefore preserve $\omega$ on pairs that start tangent.

### What the theorems say

Positions and momenta live in a real Hilbert space `E`, which includes $\mathbb R^n$, and a phase point `z : E × E` has position `z.1` and momentum `z.2`. The finite type `ι` labels the constraints; their gradients need not be independent. `canonicalForm` is $\omega$, and `fderiv ℝ (constraintKick g l) z u` is $DK\,u$.

`constraintKick_symplectic` assumes that each `g i` is twice continuously differentiable at the position and each `l i` differentiable at the phase point. The hypotheses `hu` and `hv` express tangency of the position parts. The point itself need not satisfy the constraints.

In `freeRattleStep_symplectic`, `m` denotes the second set of multipliers, not a mass; the mass is one. The hypothesis `hc` says that the first multipliers enforce the position constraints for all phase points near `z`. It stands for a successful position solve, whose existence is assumed. RATTLE chooses the second multipliers so that the final momentum is tangent to the constraints. The theorem asks only that they be differentiable. This holds for that choice if the constraint gradients at the new position are independent, so the theorem then covers it, but it does not itself say that the final momentum is tangent.

For molecular dynamics with rigid bonds, this locates the symplecticity of RATTLE in the tangent variations, here for force-free motion at unit mass. A running simulation also has forces and general masses, which the model leaves out, and an iterative solver stopped at a finite tolerance in general satisfies `hc` only approximately.

In Lean 4 with Mathlib:

```lean
import Mathlib

open scoped InnerProductSpace Topology

namespace RattleSymplecticity

noncomputable section

variable {E : Type*} [NormedAddCommGroup E] [InnerProductSpace ℝ E] [CompleteSpace E]
variable {ι : Type*} [Fintype ι]

/-- The canonical two-form `⟨a, d⟩ - ⟨b, c⟩` of the phase-space vectors `(a, b)` and `(c, d)`. -/
def canonicalForm (u v : E × E) : ℝ := ⟪u.1, v.2⟫_ℝ - ⟪u.2, v.1⟫_ℝ

/-- The constraint kick: positions stay fixed, and for each constraint `g i` its gradient times the
multiplier `l i`, which may depend on position and momentum, is subtracted from the momentum. -/
def constraintKick (g : ι → E → ℝ) (l : ι → E × E → ℝ) (z : E × E) : E × E :=
  (z.1, z.2 - ∑ i, l i z • gradient (g i) z.1)

/-- Free flight for a time `h` at unit mass. -/
def drift (h : ℝ) (z : E × E) : E × E := (z.1 + h • z.2, z.2)

/-- The force-free RATTLE step: a constraint kick with multipliers `l`, a drift, and a
constraint kick with multipliers `m` at the new position. -/
def freeRattleStep (g : ι → E → ℝ) (l m : ι → E × E → ℝ) (h : ℝ) (z : E × E) : E × E :=
  constraintKick g m (drift h (constraintKick g l z))

/-- The gradient of a function that is twice continuously differentiable at `q` is
differentiable there, and its derivative, the Hessian, is symmetric. -/
theorem hessian_symmetric {g : E → ℝ} {q : E} (hg : ContDiffAt ℝ 2 g q) :
    DifferentiableAt ℝ (gradient g) q ∧
      ∀ a c, ⟪fderiv ℝ (gradient g) q a, c⟫_ℝ = ⟪a, fderiv ℝ (gradient g) q c⟫_ℝ := by
  -- the Riesz map from covectors to vectors, as a real-linear map
  obtain ⟨R, hR⟩ : ∃ R : StrongDual ℝ E →L[ℝ] E,
      ∀ φ, R φ = (InnerProductSpace.toDual ℝ E).symm φ :=
    ⟨LinearMap.mkContinuous
      { toFun := fun φ => (InnerProductSpace.toDual ℝ E).symm φ
        map_add' := fun φ ψ => map_add _ φ ψ
        map_smul' := fun c φ => by simp } 1 (fun φ => by simp), fun _ => rfl⟩
  have hin : ∀ φ c, ⟪R φ, c⟫_ℝ = φ c := fun φ c => by
    rw [hR]; exact InnerProductSpace.toDual_symm_apply
  have hd : DifferentiableAt ℝ (fderiv ℝ g) q :=
    (hg.fderiv_right (m := 1) one_add_one_eq_two.le).differentiableAt (by norm_num)
  have e : gradient g = fun x => R (fderiv ℝ g x) := funext fun x => (hR _).symm
  have h : HasFDerivAt (gradient g) (R.comp (fderiv ℝ (fderiv ℝ g) q)) q := by
    rw [e]
    exact R.hasFDerivAt.comp q hd.hasFDerivAt
  refine ⟨h.differentiableAt, fun a c => ?_⟩
  -- symmetry of second derivatives
  have hs := (hg.isSymmSndFDerivAt (by simp)) a c
  rw [h.fderiv]
  change ⟪R (fderiv ℝ (fderiv ℝ g) q a), c⟫_ℝ = ⟪a, R (fderiv ℝ (fderiv ℝ g) q c)⟫_ℝ
  rw [hin, hs, ← hin, real_inner_comm]

/-- For constraints twice continuously differentiable at the position and multipliers
differentiable at the phase point, the constraint kick is differentiable, with a Hessian term
and a multiplier term in its derivative. -/
theorem constraintKick_fderiv {g : ι → E → ℝ} {l : ι → E × E → ℝ} {z : E × E}
    (hg : ∀ i, ContDiffAt ℝ 2 (g i) z.1) (hl : ∀ i, DifferentiableAt ℝ (l i) z) :
    DifferentiableAt ℝ (constraintKick g l) z ∧
      ∀ u, fderiv ℝ (constraintKick g l) z u =
        (u.1, u.2 - ∑ i, (l i z • fderiv ℝ (gradient (g i)) z.1 u.1
          + fderiv ℝ (l i) z u • gradient (g i) z.1)) := by
  have hG : ∀ i, HasFDerivAt (fun w : E × E => gradient (g i) w.1)
      ((fderiv ℝ (gradient (g i)) z.1).comp (ContinuousLinearMap.fst ℝ E E)) z := fun i =>
    HasFDerivAt.comp (f := Prod.fst) z (hessian_symmetric (hg i)).1.hasFDerivAt hasFDerivAt_fst
  have hS : ∀ i, HasFDerivAt (fun w : E × E => l i w • gradient (g i) w.1)
      (l i z • (fderiv ℝ (gradient (g i)) z.1).comp (ContinuousLinearMap.fst ℝ E E)
        + (fderiv ℝ (l i) z).smulRight (gradient (g i) z.1)) z := fun i =>
    (hl i).hasFDerivAt.smul (hG i)
  have hK : HasFDerivAt (constraintKick g l) ((ContinuousLinearMap.fst ℝ E E).prod
      (ContinuousLinearMap.snd ℝ E E - ∑ i,
        (l i z • (fderiv ℝ (gradient (g i)) z.1).comp (ContinuousLinearMap.fst ℝ E E)
          + (fderiv ℝ (l i) z).smulRight (gradient (g i) z.1)))) z :=
    hasFDerivAt_fst.prodMk (hasFDerivAt_snd.sub (HasFDerivAt.fun_sum fun i _ => hS i))
  refine ⟨hK.differentiableAt, fun u => ?_⟩
  rw [hK.fderiv]
  simp [sum_apply]

/-- The exact change of the canonical two-form under the constraint kick, for arbitrary pairs of
vectors, with constraints twice continuously differentiable and multipliers differentiable at the
point: each product in the sum has as a factor the inner product of a constraint gradient with a
position part. -/
theorem constraintKick_defect {g : ι → E → ℝ} {l : ι → E × E → ℝ} {z : E × E}
    (hg : ∀ i, ContDiffAt ℝ 2 (g i) z.1) (hl : ∀ i, DifferentiableAt ℝ (l i) z) (u v : E × E) :
    canonicalForm (fderiv ℝ (constraintKick g l) z u) (fderiv ℝ (constraintKick g l) z v)
        - canonicalForm u v =
      ∑ i, (fderiv ℝ (l i) z u * ⟪gradient (g i) z.1, v.1⟫_ℝ
        - fderiv ℝ (l i) z v * ⟪gradient (g i) z.1, u.1⟫_ℝ) := by
  -- the Hessian terms cancel by symmetry
  have key : ∑ i, (l i z * ⟪fderiv ℝ (gradient (g i)) z.1 u.1, v.1⟫_ℝ
        + fderiv ℝ (l i) z u * ⟪gradient (g i) z.1, v.1⟫_ℝ)
      - ∑ i, (l i z * ⟪u.1, fderiv ℝ (gradient (g i)) z.1 v.1⟫_ℝ
        + fderiv ℝ (l i) z v * ⟪u.1, gradient (g i) z.1⟫_ℝ)
      = ∑ i, (fderiv ℝ (l i) z u * ⟪gradient (g i) z.1, v.1⟫_ℝ
        - fderiv ℝ (l i) z v * ⟪gradient (g i) z.1, u.1⟫_ℝ) := by
    rw [← Finset.sum_sub_distrib]
    refine Finset.sum_congr rfl fun i _ => ?_
    linear_combination l i z * (hessian_symmetric (hg i)).2 u.1 v.1
      - fderiv ℝ (l i) z v * real_inner_comm (gradient (g i) z.1) u.1
  rw [(constraintKick_fderiv hg hl).2 u, (constraintKick_fderiv hg hl).2 v]
  simp only [canonicalForm, inner_sub_left, inner_sub_right, sum_inner, inner_sum,
    inner_add_left, inner_add_right, real_inner_smul_left, real_inner_smul_right]
  linear_combination key

/-- For constraints twice continuously differentiable and multipliers differentiable at the
point, the derivative of the constraint kick preserves the canonical two-form on every pair of
vectors whose position parts are orthogonal to all constraint gradients. -/
theorem constraintKick_symplectic {g : ι → E → ℝ} {l : ι → E × E → ℝ} {z : E × E}
    (hg : ∀ i, ContDiffAt ℝ 2 (g i) z.1) (hl : ∀ i, DifferentiableAt ℝ (l i) z) {u v : E × E}
    (hu : ∀ i, ⟪gradient (g i) z.1, u.1⟫_ℝ = 0) (hv : ∀ i, ⟪gradient (g i) z.1, v.1⟫_ℝ = 0) :
    canonicalForm (fderiv ℝ (constraintKick g l) z u) (fderiv ℝ (constraintKick g l) z v) =
      canonicalForm u v := by
  rw [← sub_eq_zero, constraintKick_defect hg hl]
  exact Finset.sum_eq_zero fun i _ => by rw [hu i, hv i, mul_zero, mul_zero, sub_zero]

/-- Orthogonality is needed: for one constraint, twice continuously differentiable at the
position, and any `u` whose position part is not orthogonal to its gradient `n` there, the
multiplier `⟨n, p⟩` gives a kick that changes the two-form of `u` and `(0, n)`. -/
theorem constraintKick_not_symplectic {g : E → ℝ} {z u : E × E} (hg : ContDiffAt ℝ 2 g z.1)
    (hu : ⟪gradient g z.1, u.1⟫_ℝ ≠ 0) :
    let K := constraintKick (fun _ : Unit => g) (fun _ w => ⟪gradient g z.1, w.2⟫_ℝ)
    canonicalForm (fderiv ℝ K z u) (fderiv ℝ K z (0, gradient g z.1)) ≠
      canonicalForm u (0, gradient g z.1) := by
  intro K heq
  have hl : HasFDerivAt (fun w : E × E => ⟪gradient g z.1, w.2⟫_ℝ)
      ((innerSL ℝ (gradient g z.1)).comp (ContinuousLinearMap.snd ℝ E E)) z :=
    ((innerSL ℝ (gradient g z.1)).comp (ContinuousLinearMap.snd ℝ E E)).hasFDerivAt
  have h := constraintKick_defect (g := fun _ : Unit => g)
    (l := fun _ w => ⟪gradient g z.1, w.2⟫_ℝ) (fun _ => hg) (fun _ => hl.differentiableAt)
    u (0, gradient g z.1)
  rw [sub_eq_zero.mpr heq] at h
  simp only [Fintype.sum_unique, hl.fderiv] at h
  have h1 : 0 = ⟪gradient g z.1, u.2⟫_ℝ * ⟪gradient g z.1, (0 : E)⟫_ℝ
      - ⟪gradient g z.1, gradient g z.1⟫_ℝ * ⟪gradient g z.1, u.1⟫_ℝ := h
  rw [inner_zero_right] at h1
  have hn : ⟪gradient g z.1, gradient g z.1⟫_ℝ ≠ 0 :=
    inner_self_ne_zero.mpr fun h0 => hu (by rw [h0, inner_zero_left])
  exact mul_ne_zero hn hu (by linarith)

/-- The force-free RATTLE step is differentiable and preserves the canonical two-form on vectors
with position parts orthogonal to all constraint gradients at the old position, if the constraints
are twice continuously differentiable at the old and new positions, the multipliers are
differentiable where they are used, and the first ones enforce `g i = 0` after the drift for all
nearby starts. -/
theorem freeRattleStep_symplectic {g : ι → E → ℝ} {l m : ι → E × E → ℝ} {h : ℝ} {z : E × E}
    (hg : ∀ i, ContDiffAt ℝ 2 (g i) z.1) (hl : ∀ i, DifferentiableAt ℝ (l i) z)
    (hg' : ∀ i, ContDiffAt ℝ 2 (g i) (drift h (constraintKick g l z)).1)
    (hm : ∀ i, DifferentiableAt ℝ (m i) (drift h (constraintKick g l z)))
    (hc : ∀ᶠ w in 𝓝 z, ∀ i, g i (drift h (constraintKick g l w)).1 = 0) :
    DifferentiableAt ℝ (freeRattleStep g l m h) z ∧
      ∀ u v : E × E, (∀ i, ⟪gradient (g i) z.1, u.1⟫_ℝ = 0) →
        (∀ i, ⟪gradient (g i) z.1, v.1⟫_ℝ = 0) →
        canonicalForm (fderiv ℝ (freeRattleStep g l m h) z u)
          (fderiv ℝ (freeRattleStep g l m h) z v) = canonicalForm u v := by
  obtain ⟨D, hD⟩ : ∃ D : E × E →L[ℝ] E × E, ∀ w, D w = drift h w :=
    ⟨(ContinuousLinearMap.fst ℝ E E + h • ContinuousLinearMap.snd ℝ E E).prod
      (ContinuousLinearMap.snd ℝ E E), fun _ => rfl⟩
  have hDd : ∀ y, HasFDerivAt (drift h) D y := fun y => by
    have e : drift h = ⇑D := funext fun w => (hD w).symm
    rw [e]
    exact D.hasFDerivAt
  have hDK : HasFDerivAt (fun w => drift h (constraintKick g l w))
      (D.comp (fderiv ℝ (constraintKick g l) z)) z :=
    (hDd _).comp z (constraintKick_fderiv hg hl).1.hasFDerivAt
  -- differentiating the position constraint: drifted vectors are tangent at the new position
  have tangent : ∀ u i, ⟪gradient (g i) (drift h (constraintKick g l z)).1,
      (D (fderiv ℝ (constraintKick g l) z u)).1⟫_ℝ = 0 := fun u i => by
    have h1 : HasFDerivAt (fun w => (drift h (constraintKick g l w)).1)
        ((ContinuousLinearMap.fst ℝ E E).comp
          (D.comp (fderiv ℝ (constraintKick g l) z))) z := hDK.fst
    have h2 : HasFDerivAt (fun w => g i (drift h (constraintKick g l w)).1)
        ((fderiv ℝ (g i) (drift h (constraintKick g l z)).1).comp
          ((ContinuousLinearMap.fst ℝ E E).comp
            (D.comp (fderiv ℝ (constraintKick g l) z)))) z :=
      HasFDerivAt.comp (f := fun w => (drift h (constraintKick g l w)).1) z
        ((hg' i).differentiableAt (by norm_num)).hasFDerivAt h1
    have h0 : HasFDerivAt (fun w => g i (drift h (constraintKick g l w)).1)
        (0 : E × E →L[ℝ] ℝ) z :=
      (hasFDerivAt_const (0 : ℝ) z).congr_of_eventuallyEq (hc.mono fun w hw => hw i)
    exact InnerProductSpace.toDual_symm_apply.trans (DFunLike.congr_fun (h2.unique h0) u)
  have hstep : HasFDerivAt (freeRattleStep g l m h)
      ((fderiv ℝ (constraintKick g m) (drift h (constraintKick g l z))).comp
        (D.comp (fderiv ℝ (constraintKick g l) z))) z :=
    HasFDerivAt.comp (f := fun w => drift h (constraintKick g l w)) z
      (constraintKick_fderiv hg' hm).1.hasFDerivAt hDK
  refine ⟨hstep.differentiableAt, fun u v hu hv => ?_⟩
  rw [hstep.fderiv]
  -- second kick, then drift, then first kick
  refine (constraintKick_symplectic hg' hm (tangent u) (tangent v)).trans ?_
  refine Eq.trans ?_ (constraintKick_symplectic hg hl hu hv)
  simp only [hD, canonicalForm, drift, inner_add_left, inner_add_right, real_inner_smul_left,
    real_inner_smul_right]
  ring

end

end RattleSymplecticity
```

```lean
#print axioms RattleSymplecticity.constraintKick_symplectic
#print axioms RattleSymplecticity.constraintKick_not_symplectic
#print axioms RattleSymplecticity.freeRattleStep_symplectic
```

```
'RattleSymplecticity.constraintKick_symplectic' depends on axioms: [propext, Classical.choice, Quot.sound]
'RattleSymplecticity.constraintKick_not_symplectic' depends on axioms: [propext, Classical.choice, Quot.sound]
'RattleSymplecticity.freeRattleStep_symplectic' depends on axioms: [propext, Classical.choice, Quot.sound]
```

### From the product rule to the full step

`constraintKick_fderiv` establishes that the kick is differentiable and computes $DK\,u$ by the product and chain rules. `constraintKick_defect` is the exact formula for the change of $\omega$. Its intermediate identity `key` cancels the Hessian terms constraint by constraint; expanding the inner products then reduces the goal to `key`. The main theorem sets the remaining products to zero, and `constraintKick_not_symplectic` evaluates the same formula on the counter-example.

For the full step, `tangent` differentiates the constraint at the new position in two ways. The chain rule gives one derivative, and `hc` gives the derivative zero, since the function vanishes near `z`. Uniqueness of the derivative equates them. The last lines apply the main theorem to each kick and use `ring` for the drift.

### Symmetry of the Hessian through the Riesz map

Mathlib's `isSymmSndFDerivAt` supplies the symmetry $D^2g(a)(c)=D^2g(c)(a)$. It concerns the derivative of a covector, however, while the kick contains the gradient, a vector. The Riesz map $R$ connects them through $\langle R\varphi,c\rangle=\varphi(c)$, so $\nabla g=R\circ Dg$ and
$$\langle H a,c\rangle=D^2g(a)(c)=D^2g(c)(a)=\langle a,Hc\rangle.$$

Mathlib types the inverse Riesz map as conjugate-linear, to serve complex spaces as well. Over the reals conjugation does nothing, but the type remains, so `hessian_symmetric` first repackages the map as a real-linear `R`. The ordinary chain rule then gives the derivative of the gradient as `R` composed with the second derivative of `g`.
